# Earlier projected residuals bound the weight of operator errors in inexact Krylov least squares, for a projected matrix bounded below

## How inaccurate may a late operator application be?

Let V, E and H be matrices with columns v_j, e_j and h_j, where j = 0, …, m−1. I want to solve Ax = b with x = Vy, but each application of A is inexact: I compute A v_j + e_j, and this equals W h_j for a linear map W. The right-hand side is b = Wc, and y minimises ‖c − Hy‖.

In a density-response calculation based on Sternheimer equations, each application of A involves equations that are solved only to a tolerance, and this leaves an error e_j. I believe that a larger e_j can be allowed as the residual falls, because e_j enters the true residual multiplied by y_j, and y_j is limited by the residual reached before column j was used. Can this be made rigorous, with a proof that a machine has checked?

## Each error is multiplied by a coefficient that an earlier residual limits

Yes, provided that H is bounded below. The coefficients y ∈ ℂᵐ carry the Euclidean norm, and c and the h_j lie in a complex inner product space. Assume a number s > 0 with

s‖z‖ ≤ ‖Hz‖ for every z ∈ ℂᵐ.

The constant s limits how strongly H can shrink a coefficient vector. If V and W have orthonormal columns, a direction that H shrinks strongly is one to which the computed operator hardly responds. Such directions can appear when a response equation approaches an instability, and s is then small.

**The residual.** Since A v_j = W h_j − e_j, linearity gives

AVy = Σ_j y_j (W h_j − e_j) = WHy − Ey,

b − AVy = W(c − Hy) + Ey.

The first term is the residual that the solver monitors, lifted by W. The second is the accumulated error.

**A Pythagoras identity.** Take any trial z, and write r = c − Hy, g = H(y − z) and a = Re⟨r, g⟩. For real t, the coefficients y − t(y − z) have projected residual r + tg, so minimality gives

‖r‖² ≤ ‖r + tg‖² = ‖r‖² + 2ta + t²‖g‖².

Choose t = −a/(‖g‖² + 1), so that a = −t(‖g‖² + 1). The inequality becomes 0 ≤ −t²(‖g‖² + 2), hence t = 0 and a = 0. Setting t = 1 in the expansion now gives

‖c − Hz‖² = ‖c − Hy‖² + ‖H(y − z)‖².

**The coefficient.** If z_j = 0, then y_j is the j-th entry of y − z, and

s|y_j| ≤ s‖y − z‖ ≤ ‖H(y − z)‖ ≤ ‖c − Hz‖.

The minimiser over columns 0, …, j−1, padded with zeros, is such a z. For j = 0 it is z = 0, with residual ‖c‖.

**The tolerance.** Choose for each j a trial z⁽ʲ⁾ whose j-th entry vanishes. The triangle inequality gives

‖Ey‖ ≤ Σ_j |y_j| ‖e_j‖ ≤ Σ_j ‖c − Hz⁽ʲ⁾‖ ‖e_j‖ / s.

If ‖c − Hz⁽ʲ⁾‖ ‖e_j‖ ≤ s ε_j for every j, the gap between the true and the lifted projected residual is therefore at most Σ_j ε_j. For a linear response equation treated in finitely many steps, with s known, this gives an error e_j that is small enough for each application of A. Turning it into a stopping tolerance for the Sternheimer equations takes a separate estimate of how their errors enter e_j.

### What the Lean statements say

`combine v y` is the product Vy; the same function forms Ey and Hy. `InexactRelation A W v e h` is the column relation AV + E = WH, and `IsLeastSquares h c y` says that no coefficient vector has a smaller projected residual than y. The lower bound on H is the hypothesis `hH`, with `hs` for s > 0. In the last two bounds, `z j` is the trial z⁽ʲ⁾, and `z j j = 0` says that it does not use column j.

The operator A acts on a complex normed space `X`, which may be infinite-dimensional; only the number of columns is finite. W is any linear map, so neither V nor W needs orthonormal columns, and the v_j need not span a Krylov space.

The minimiser y and the constant s are assumed, not constructed. The constant s refers to the final H, which is not yet complete while the calculation is running, so using the rule during the run takes an estimate of s or a lower bound known in advance. The errors e_j are the only inexactness: b = Wc and the column relation hold exactly. The theorems control the gap between two residuals, and convergence of the iteration is a separate matter.

```lean
import Mathlib

open Finset

namespace InexactKrylov

noncomputable section

variable {m : ℕ}
variable {X : Type*} [NormedAddCommGroup X] [NormedSpace ℂ X]
variable {F : Type*} [NormedAddCommGroup F] [InnerProductSpace ℂ F]

/-- The linear combination of the columns `v j` with coefficients `y j`,
that is, the product of the matrix with columns `v j` and the vector `y`. -/
def combine (v : Fin m → X) (y : EuclideanSpace ℂ (Fin m)) : X :=
  ∑ j, y j • v j

/-- The inexact Krylov relation `A V + E = W H`, column by column: `e j` is the error
made when the operator `A` is applied to the basis vector `v j`. -/
def InexactRelation (A : X →ₗ[ℂ] X) (W : F →ₗ[ℂ] X)
    (v e : Fin m → X) (h : Fin m → F) : Prop :=
  ∀ j, A (v j) + e j = W (h j)

/-- The coefficients `y` minimise the norm of the projected residual `c - H y`. -/
def IsLeastSquares (h : Fin m → F) (c : F) (y : EuclideanSpace ℂ (Fin m)) : Prop :=
  ∀ z, ‖c - combine h y‖ ≤ ‖c - combine h z‖

/-- A change of the coefficients along a direction `d` changes the combination linearly. -/
theorem combine_add_smul (v : Fin m → X) (y d : EuclideanSpace ℂ (Fin m)) (a : ℂ) :
    combine v (y + a • d) = combine v y + a • combine v d := by
  simp [combine, add_smul, mul_smul, Finset.sum_add_distrib, Finset.smul_sum]

/-- The true residual is the lifted projected residual plus the accumulated
error of the operator applications. -/
theorem residual_split {A : X →ₗ[ℂ] X} {W : F →ₗ[ℂ] X} {v e : Fin m → X}
    {h : Fin m → F} {b : X} {c : F} (hrel : InexactRelation A W v e h) (hb : b = W c)
    (y : EuclideanSpace ℂ (Fin m)) :
    b - A (combine v y) = W (c - combine h y) + combine e y := by
  have key : A (combine v y) + combine e y = W (combine h y) := by
    simp only [combine, map_sum, map_smul, ← Finset.sum_add_distrib, ← smul_add]
    exact Finset.sum_congr rfl fun j _ => by rw [hrel j]
  rw [hb, map_sub, ← key]
  abel

/-- The squared projected residual of any trial `z` is the minimal one plus the
squared norm of `H (y - z)`. -/
theorem leastSquares_pythagoras {h : Fin m → F} {c : F} {y : EuclideanSpace ℂ (Fin m)}
    (hy : IsLeastSquares h c y) (z : EuclideanSpace ℂ (Fin m)) :
    ‖c - combine h z‖ ^ 2 = ‖c - combine h y‖ ^ 2 + ‖combine h (y - z)‖ ^ 2 := by
  -- the residual along the line from `y` towards `z`
  have line : ∀ t : ℝ, c - combine h (y + (-(t : ℂ)) • (y - z))
      = (c - combine h y) + (t : ℂ) • combine h (y - z) := by
    intro t
    rw [combine_add_smul]
    module
  have expand : ∀ t : ℝ, ‖(c - combine h y) + (t : ℂ) • combine h (y - z)‖ ^ 2
      = ‖c - combine h y‖ ^ 2
        + 2 * t * (inner ℂ (c - combine h y) (combine h (y - z))).re
        + t ^ 2 * ‖combine h (y - z)‖ ^ 2 := by
    intro t
    have h1 : RCLike.re ((t : ℂ) * inner ℂ (c - combine h y) (combine h (y - z)))
        = t * (inner ℂ (c - combine h y) (combine h (y - z))).re :=
      Complex.re_ofReal_mul t _
    have h2 : ‖(t : ℂ)‖ ^ 2 = t ^ 2 := by
      rw [Complex.norm_real, Real.norm_eq_abs, sq_abs]
    rw [norm_add_sq (𝕜 := ℂ), inner_smul_right, norm_smul, mul_pow, h1, h2]
    ring
  -- minimality forces the linear term to vanish
  have ha : (inner ℂ (c - combine h y) (combine h (y - z))).re = 0 := by
    have hD : ‖combine h (y - z)‖ ^ 2 + 1 ≠ 0 := by positivity
    obtain ⟨t, ht⟩ : ∃ t : ℝ, (inner ℂ (c - combine h y) (combine h (y - z))).re
        = -t * (‖combine h (y - z)‖ ^ 2 + 1) :=
      ⟨-(inner ℂ (c - combine h y) (combine h (y - z))).re
          / (‖combine h (y - z)‖ ^ 2 + 1), by
        rw [neg_div, neg_neg, div_mul_cancel₀ _ hD]⟩
    have k := pow_le_pow_left₀ (norm_nonneg _) (hy (y + (-(t : ℂ)) • (y - z))) 2
    rw [line t, expand t, ht] at k
    have t2 : t ^ 2 ≤ 0 := by
      nlinarith [mul_nonneg (sq_nonneg t) (sq_nonneg ‖combine h (y - z)‖)]
    have t0 : t = 0 := by nlinarith [sq_nonneg t]
    rw [ht, t0]
    ring
  have hz : y + (-((1 : ℝ) : ℂ)) • (y - z) = z := by
    rw [Complex.ofReal_one]
    module
  have e1 := expand 1
  rw [← line 1, hz, ha] at e1
  linarith

/-- If `y` is a minimiser and `H` is bounded below by `s > 0`, the absolute value of `y j` is at
most `1 / s` times the norm of the projected residual of any trial vector `z` whose `j`-th entry is
zero. -/
theorem coefficient_bound {h : Fin m → F} {c : F} {y : EuclideanSpace ℂ (Fin m)} {s : ℝ}
    (hs : 0 < s) (hH : ∀ z, s * ‖z‖ ≤ ‖combine h z‖) (hy : IsLeastSquares h c y)
    (j : Fin m) (z : EuclideanSpace ℂ (Fin m)) (hz : z j = 0) :
    ‖y j‖ ≤ ‖c - combine h z‖ / s := by
  have p := leastSquares_pythagoras hy z
  have q : ‖combine h (y - z)‖ ≤ ‖c - combine h z‖ := by
    apply (sq_le_sq₀ (norm_nonneg _) (norm_nonneg _)).mp
    linarith [sq_nonneg ‖c - combine h y‖]
  have n : ‖y j‖ ≤ ‖y - z‖ := by
    have := PiLp.norm_apply_le (y - z) j
    simpa [hz] using this
  rw [le_div_iff₀ hs]
  linarith [mul_le_mul_of_nonneg_right n hs.le, hH (y - z)]

/-- If `y` is a minimiser and `H` is bounded below by `s > 0`, the gap between the true and the
lifted projected residual is at most the sum of the norms of the errors `e j`, each weighted by `1 /
s` times the projected residual norm of a trial `z j` that does not use column `j`. -/
theorem residual_gap_bound {A : X →ₗ[ℂ] X} {W : F →ₗ[ℂ] X} {v e : Fin m → X}
    {h : Fin m → F} {b : X} {c : F} {y : EuclideanSpace ℂ (Fin m)} {s : ℝ}
    (hrel : InexactRelation A W v e h) (hb : b = W c)
    (hs : 0 < s) (hH : ∀ z, s * ‖z‖ ≤ ‖combine h z‖) (hy : IsLeastSquares h c y)
    (z : Fin m → EuclideanSpace ℂ (Fin m)) (hz : ∀ j, z j j = 0) :
    ‖b - A (combine v y) - W (c - combine h y)‖
      ≤ ∑ j, ‖c - combine h (z j)‖ / s * ‖e j‖ := by
  rw [residual_split hrel hb y, add_sub_cancel_left]
  refine (norm_sum_le _ _).trans (Finset.sum_le_sum fun j _ => ?_)
  rw [norm_smul]
  exact mul_le_mul_of_nonneg_right (coefficient_bound hs hH hy j (z j) (hz j))
    (norm_nonneg _)

/-- Relaxation rule for a minimiser `y` and `H` bounded below by `s > 0`: if the norm of each error
`e j` times the projected residual norm of a trial `z j` that does not use column `j` is at most `s
* ε j`, the gap between the true and the lifted projected residual is at most the sum of the `ε j`.
-/
theorem relaxed_tolerance {A : X →ₗ[ℂ] X} {W : F →ₗ[ℂ] X} {v e : Fin m → X}
    {h : Fin m → F} {b : X} {c : F} {y : EuclideanSpace ℂ (Fin m)} {s : ℝ}
    (hrel : InexactRelation A W v e h) (hb : b = W c)
    (hs : 0 < s) (hH : ∀ z, s * ‖z‖ ≤ ‖combine h z‖) (hy : IsLeastSquares h c y)
    (z : Fin m → EuclideanSpace ℂ (Fin m)) (hz : ∀ j, z j j = 0)
    (ε : Fin m → ℝ) (hε : ∀ j, ‖c - combine h (z j)‖ * ‖e j‖ ≤ s * ε j) :
    ‖b - A (combine v y) - W (c - combine h y)‖ ≤ ∑ j, ε j := by
  refine (residual_gap_bound hrel hb hs hH hy z hz).trans
    (Finset.sum_le_sum fun j _ => ?_)
  rw [div_mul_eq_mul_div, div_le_iff₀ hs]
  linarith [hε j]

/-- A concrete operator on a three-dimensional space. -/
def modelOperator : EuclideanSpace ℂ (Fin 3) →ₗ[ℂ] EuclideanSpace ℂ (Fin 3) where
  toFun x := !₂[x 0 + x 1, x 0 - x 1 + 2 * x 2, 2 * x 1 + x 2]
  map_add' x y := by
    ext i
    fin_cases i <;> simp <;> ring
  map_smul' a x := by
    ext i
    fin_cases i <;> simp <;> ring

/-- The two columns of a concrete projected matrix with three rows. -/
def modelH : Fin 2 → EuclideanSpace ℂ (Fin 3) :=
  ![!₂[1, 1, 0], !₂[1, -1, 1]]

/-- Two steps with the model operator, `W` the identity and an error in the second
application satisfy the Krylov relation, the lower bound with `s = 1`, and the
least-squares condition for `c = (6, 0, 0)` and `y = (3, 2)`. -/
theorem inexactKrylov_witness :
    InexactRelation modelOperator LinearMap.id
      ![!₂[1, 0, 0], !₂[0, 1, 0]] ![0, !₂[0, 0, -1]] modelH ∧
    (∀ z, (1 : ℝ) * ‖z‖ ≤ ‖combine modelH z‖) ∧
    IsLeastSquares modelH !₂[6, 0, 0] !₂[3, 2] := by
  refine ⟨?_, ?_, ?_⟩
  · intro j
    ext i
    fin_cases j <;> fin_cases i <;> simp [modelOperator, modelH]
    norm_num
  · intro z
    rw [one_mul]
    apply (sq_le_sq₀ (norm_nonneg _) (norm_nonneg _)).mp
    simp only [EuclideanSpace.norm_sq_eq, Complex.sq_norm, Complex.normSq_apply]
    simp [combine, modelH, Fin.sum_univ_two, Fin.sum_univ_three]
    nlinarith [sq_nonneg (z 0).re, sq_nonneg (z 0).im,
      sq_nonneg (z 1).re, sq_nonneg (z 1).im]
  · intro z
    apply (sq_le_sq₀ (norm_nonneg _) (norm_nonneg _)).mp
    simp only [EuclideanSpace.norm_sq_eq, Complex.sq_norm, Complex.normSq_apply]
    simp [combine, modelH, Fin.sum_univ_two, Fin.sum_univ_three]
    nlinarith [sq_nonneg ((z 0).re - 3), sq_nonneg (z 0).im,
      sq_nonneg ((z 1).re - 2), sq_nonneg (z 1).im]

end

end InexactKrylov
```

```lean
#print axioms InexactKrylov.residual_gap_bound
#print axioms InexactKrylov.relaxed_tolerance
```

```
'InexactKrylov.residual_gap_bound' depends on axioms: [propext, Classical.choice, Quot.sound]
'InexactKrylov.relaxed_tolerance' depends on axioms: [propext, Classical.choice, Quot.sound]
```

### How the proof follows the derivation

`residual_split` first proves AVy + Ey = WHy, by moving A and W through the sums and using the relation for each column. Substituting this into b − AVy gives the residual identity.

In `leastSquares_pythagoras`, `line` identifies the residual along the line from y towards z, using `combine_add_smul`, and `expand` is the quadratic in t. The step `ha` makes the choice of t above, and `nlinarith` turns the inequality into t² ≤ 0. Evaluating `expand` at t = 1 completes the identity.

`coefficient_bound` discards the term ‖c − Hy‖², compares one entry with the whole norm through `PiLp.norm_apply_le`, and divides by s. `residual_gap_bound` applies this bound to each term after the triangle inequality, and `relaxed_tolerance` inserts the condition on ε_j.

`inexactKrylov_witness` shows that the assumptions are compatible with a nonzero error. With W the identity, the columns are h_0 = (1, 1, 0) and h_1 = (1, −1, 1), and the errors are e_0 = 0 and e_1 = (0, 0, −1). Here

‖Hz‖² = 2|z_0|² + 3|z_1|² ≥ ‖z‖²,

so s = 1 is allowed. For c = (6, 0, 0),

‖c − Hz‖² = 6 + 2|z_0 − 3|² + 3|z_1 − 2|²,

which is smallest at y = (3, 2). Lean checks both inequalities by writing the norms in real and imaginary parts. In this example the gap is ‖2e_1‖ = 2, while the trial (3, 0) for column 1 gives the bound √18 ≈ 4.24.
